# The central binomial coefficient C(2n, n) exceeds 2ⁿ for n ≥ 2

The theorem says that for every natural number n ≥ 2, the binomial coefficient C(2n, n) is strictly greater than 2ⁿ. In physics this can be read as a count: there are more than 2ⁿ ways to place n electrons in 2n spin orbitals, at most one in each. The statement itself is pure combinatorics, with no Hamiltonian, energies or interactions. The attempt rewrites the coefficient as `n.centralBinom` and uses induction from n = 2, where the step needs the coefficient at least to double when n grows by one. It seeks that bound by multiplying both sides by n + 1 and using a recurrence for the central binomial coefficient.

The failing Lean file:

```lean
import Mathlib

open Real

namespace POrbitalSplitting

noncomputable section

/-- The binomial coefficient `binomial(2n, n)` exceeds `2ⁿ` for every `n ≥ 2`. -/
theorem two_pow_lt_choose (n : ℕ) (hn : 2 ≤ n) : 2 ^ n < (2 * n).choose n := by
  rw [← Nat.centralBinom_eq_two_mul_choose]
  induction n, hn using Nat.le_induction with
  | base => decide
  | succ n _ ih =>
    have h : 2 * n.centralBinom ≤ (n + 1).centralBinom := by
      refine Nat.le_of_mul_le_mul_left (a := n + 1) ?_ (Nat.succ_pos n)
      rw [Nat.succ_mul_centralBinom_succ]
      nlinarith [Nat.zero_le (n * n.centralBinom)]
    rw [pow_succ]
    omega

end

end POrbitalSplitting
```

The error:

```
Main.lean:16:6: error: Type mismatch
  Nat.le_of_mul_le_mul_left ?m.59 (Nat.succ_pos n)
has type
  n + 1 ≤ ?m.57
but is expected to have type
  2 * n.centralBinom ≤ (n + 1).centralBinom
```

Diagnosis. The error comes from the named argument `(a := n + 1)`. It was meant to set the common factor to be cancelled, but in `Nat.le_of_mul_le_mul_left` the name `a` belongs to the left side of the resulting inequality. Lean therefore reads the conclusion as `n + 1 ≤ ?m.57`, with the right side still undetermined, and this does not match the goal `2 * n.centralBinom ≤ (n + 1).centralBinom`.

The repair drops the named argument and first states the multiplied inequality as `hm`, with the factor `n + 1` written out on both sides. Given `hm`, Lean can work out for itself which term is the factor and which are the two sides, so the lemma's conclusion is the bound wanted. The `rw` and `nlinarith` lines are unchanged except that they now prove `hm`. With no placeholder left to fill, `exact` takes the place of `refine`.

The change, after which it compiles:

```diff
@@ -14,7 +14,8 @@
   | succ n _ ih =>
     have h : 2 * n.centralBinom ≤ (n + 1).centralBinom := by
-      refine Nat.le_of_mul_le_mul_left (a := n + 1) ?_ (Nat.succ_pos n)
-      rw [Nat.succ_mul_centralBinom_succ]
-      nlinarith [Nat.zero_le (n * n.centralBinom)]
+      have hm : (n + 1) * (2 * n.centralBinom) ≤ (n + 1) * (n + 1).centralBinom := by
+        rw [Nat.succ_mul_centralBinom_succ]
+        nlinarith [Nat.zero_le (n * n.centralBinom)]
+      exact Nat.le_of_mul_le_mul_left hm (Nat.succ_pos n)
     rw [pow_succ]
     omega
```
